# For non-interacting particles in one fixed orbital, the total energy change on restoring a reflection symmetry vanishes at large $N$

Put $N$ particles in the left well of a symmetric double well. The state breaks the reflection symmetry, and its mirror image has the same energy. Adding or subtracting the two restores parity. How much does the total energy change? In symmetry-projected mean-field calculations this is the energy change on projection with the orbitals held fixed; here it is computed for non-interacting particles sharing one fixed orbital, not for a Slater determinant.

## Non-interacting particles in one orbital

The type `d` labels a finite real one-particle basis, and a state is a real function of configurations `Fin N → d`. The `condensate` is $u^{\otimes N}$, `hamiltonian` is $H_N$, the sum of the one-particle matrix $h$ over the particles, and `globalSymmetry` is $R^{\otimes N}$. The state `restored` is $\Phi_\sigma=u^{\otimes N}+\sigma(Ru)^{\otimes N}$, unnormalised; `energy` divides by its squared norm.

In Lean 4 with Mathlib:

```lean
import Mathlib

open Matrix Filter Topology

namespace SymmetryRestoration

noncomputable section

variable {d : Type*} [Fintype d] {N : ℕ}

/-- The product state in which particle `k` occupies the orbital `w k`. -/
def productState (w : Fin N → d → ℝ) : (Fin N → d) → ℝ := fun x => ∏ k, w k (x k)

/-- The state in which all `N` particles occupy the same orbital `u`. -/
def condensate (N : ℕ) (u : d → ℝ) : (Fin N → d) → ℝ := productState fun _ => u

/-- The Hamiltonian of `N` particles: the sum over the particles of `h` acting on that particle. -/
def hamiltonian (h : Matrix d d ℝ) (Φ : (Fin N → d) → ℝ) : (Fin N → d) → ℝ :=
  fun x => ∑ k, ∑ j, h (x k) j * Φ (Function.update x k j)

/-- The global symmetry operation: `R` acting on all `N` particles at once. -/
def globalSymmetry (N : ℕ) (R : Matrix d d ℝ) : Matrix (Fin N → d) (Fin N → d) ℝ :=
  Matrix.of fun x y => ∏ k, R (x k) (y k)

/-- The normalized energy of a nonzero state `Φ`. -/
def energy (h : Matrix d d ℝ) (Φ : (Fin N → d) → ℝ) : ℝ :=
  (Φ ⬝ᵥ hamiltonian h Φ) / (Φ ⬝ᵥ Φ)

/-- The condensate in the orbital `u` plus `σ` times the condensate in the orbital `R u`. -/
def restored (σ : ℝ) (N : ℕ) (R : Matrix d d ℝ) (u : d → ℝ) : (Fin N → d) → ℝ :=
  condensate N u + σ • condensate N (R *ᵥ u)
```

Two identities need no hypothesis on $h$, $u$ or $v$. Summing over configurations factorizes overlaps, and $H_N$ acts on one factor at a time:
$$\langle u^{\otimes N},v^{\otimes N}\rangle=\langle u,v\rangle^N,\qquad \langle u^{\otimes N},H_Nv^{\otimes N}\rangle=N\langle u,hv\rangle\langle u,v\rangle^{N-1}.$$
The proofs exchange product and sum (`Finset.prod_univ_sum`) and split off the factor of particle `k`. Symmetry of $h$ is never used, so it is not assumed.

```lean
/-- The overlap of two product states is the product of the orbital overlaps. -/
theorem productState_overlap (v w : Fin N → d → ℝ) :
    productState v ⬝ᵥ productState w = ∏ k, v k ⬝ᵥ w k := by
  simp only [dotProduct, productState, ← Finset.prod_mul_distrib]
  rw [Finset.prod_univ_sum, Fintype.piFinset_univ]

/-- On a product state the Hamiltonian replaces one orbital at a time by its image under `h`. -/
theorem hamiltonian_productState (h : Matrix d d ℝ) (w : Fin N → d → ℝ) :
    hamiltonian h (productState w) =
      ∑ k, productState (Function.update w k (h *ᵥ w k)) := by
  ext x
  simp only [hamiltonian, productState, Finset.sum_apply]
  refine Finset.sum_congr rfl fun k _ => ?_
  -- split off the factor of particle `k` on both sides
  have hR : ∏ l, Function.update w k (h *ᵥ w k) l (x l) =
      (h *ᵥ w k) (x k) * ∏ l ∈ Finset.univ.erase k, w l (x l) := by
    rw [← Finset.mul_prod_erase Finset.univ _ (Finset.mem_univ k), Function.update_self]
    congr 1
    exact Finset.prod_congr rfl fun l hl => by
      rw [Function.update_of_ne (Finset.ne_of_mem_erase hl)]
  have hL : ∀ j, ∏ l, w l (Function.update x k j l) =
      w k j * ∏ l ∈ Finset.univ.erase k, w l (x l) := by
    intro j
    rw [← Finset.mul_prod_erase Finset.univ _ (Finset.mem_univ k), Function.update_self]
    congr 1
    exact Finset.prod_congr rfl fun l hl => by
      rw [Function.update_of_ne (Finset.ne_of_mem_erase hl)]
  rw [hR]
  simp only [hL, Matrix.mulVec, dotProduct, Finset.sum_mul, mul_assoc]

/-- The Hamiltonian matrix element between two condensates is `N` times the one-particle element
times the overlap of the remaining `N - 1` particles. -/
theorem condensate_element (h : Matrix d d ℝ) (u v : d → ℝ) :
    condensate N u ⬝ᵥ hamiltonian h (condensate N v) =
      N * ((u ⬝ᵥ h *ᵥ v) * (u ⬝ᵥ v) ^ (N - 1)) := by
  have hsum : ∀ (Φ : (Fin N → d) → ℝ) (f : Fin N → (Fin N → d) → ℝ),
      Φ ⬝ᵥ (∑ k, f k) = ∑ k, Φ ⬝ᵥ f k := by
    intro Φ f
    simp only [dotProduct, Finset.sum_apply, Finset.mul_sum]
    exact Finset.sum_comm
  have hterm : ∀ k : Fin N, ∏ l, u ⬝ᵥ Function.update (fun _ => v) k (h *ᵥ v) l =
      (u ⬝ᵥ h *ᵥ v) * (u ⬝ᵥ v) ^ (N - 1) := by
    intro k
    rw [← Finset.mul_prod_erase Finset.univ _ (Finset.mem_univ k), Function.update_self]
    congr 1
    rw [Finset.prod_congr rfl fun l hl => by
      rw [Function.update_of_ne (Finset.ne_of_mem_erase hl)]]
    simp [Finset.card_erase_of_mem]
  rw [condensate, condensate, hamiltonian_productState, hsum]
  simp only [productState_overlap, hterm, Finset.sum_const, Finset.card_univ, Fintype.card_fin,
    nsmul_eq_mul]
```

## $R^2=1$ and $\sigma=\pm1$: a definite parity

Reflecting twice does nothing (`hRR`), and $\sigma$ is the parity sought (`hσ`). Since $R^{\otimes N}$ exchanges the two terms,
$$R^{\otimes N}\Phi_\sigma=(Ru)^{\otimes N}+\sigma u^{\otimes N}=\sigma\Phi_\sigma,$$
using $\sigma^2=1$. Without either condition, $\Phi_\sigma$ need not have this eigenvalue. In the proof, `hact` is the action on a condensate.

```lean
/-- If `R` is an involution and `σ = ±1`, the combined state is multiplied by `σ` under the global
symmetry operation. -/
theorem restored_symmetry [DecidableEq d] {R : Matrix d d ℝ} (hRR : R * R = 1) {σ : ℝ}
    (hσ : σ = 1 ∨ σ = -1) (u : d → ℝ) :
    globalSymmetry N R *ᵥ restored σ N R u = σ • restored σ N R u := by
  have hact : ∀ v : d → ℝ, globalSymmetry N R *ᵥ condensate N v = condensate N (R *ᵥ v) := by
    intro v
    ext x
    simp only [globalSymmetry, condensate, productState, Matrix.mulVec, dotProduct,
      Matrix.of_apply, ← Finset.prod_mul_distrib]
    rw [Finset.prod_univ_sum, Fintype.piFinset_univ]
  have hσσ : σ * σ = 1 := by rcases hσ with rfl | rfl <;> norm_num
  rw [restored, Matrix.mulVec_add, Matrix.mulVec_smul, hact, hact, Matrix.mulVec_mulVec, hRR,
    Matrix.one_mulVec, smul_add, smul_smul, hσσ, one_smul, add_comm]
```

## $R^T=R$ and $\langle u,u\rangle=1$: equal weights

With `hRR`, the condition `hT` makes $R$ orthogonal, as a reflection is. Write $s=\langle u,Ru\rangle$. Then $\langle Ru,Ru\rangle=\langle u,R^2u\rangle=1$ and $\langle Ru,u\rangle=s$, so
$$\langle\Phi_\sigma,\Phi_\sigma\rangle=1+\sigma^2+2\sigma s^N=2(1+\sigma s^N).$$
These steps are `h1`, `h4` and `hden` below. Without `hT`, $Ru$ can be longer than $u$ and dominate at large $N$. Without `hu`, $\langle u,hu\rangle$ need not be the energy per particle of the broken-symmetry state.

## $hR=Rh$: equal energies

The one-particle Hamiltonian respects the reflection (`hc`). Write $a=\langle u,hu\rangle$ and $b=\langle u,hRu\rangle$. Then
$$\langle Ru,hu\rangle=\langle u,Rhu\rangle=b,\qquad \langle Ru,hRu\rangle=\langle u,hR^2u\rangle=a,$$
which are `h2` and `h3`. The numerator of the energy (`hnum`) is therefore $2N(a+\sigma b s^{N-1})$.

Without commutation the result can fail. Take $h=\mathrm{diag}(0,1)$, let $R$ swap the two levels, and put $u=(1,0)$. Then $s=a=b=0$, but $\langle Ru,hRu\rangle=1$, and the energy change is $N/2$ for every $N\ge1$. What this example violates is the equality $\langle Ru,hRu\rangle=\langle u,hu\rangle$, which is weaker than commutation.

## $|s|<1$: two distinct orbitals

The condition `hs` says that $u$ really breaks the symmetry. If $|s|=1$, then $Ru=\pm u$, and for each $N$ one choice of $\sigma$ gives the zero vector, which has no energy. With $|s|<1$ and $N\ge1$, the denominator $1+\sigma s^N$ is positive (`hD`), and
$$\frac{N(a+\sigma b s^{N-1})}{1+\sigma s^N}-Na=\frac{\sigma N s^{N-1}(b-as)}{1+\sigma s^N}.$$
The proof clears the denominator and uses $s^{N-1}s=s^N$, which needs `hN`, as does the positivity `hD`.

```lean
/-- Exact energy change on restoring the symmetry for `N ≥ 1` particles, for a unit orbital `u`
with `|⟨u, Ru⟩| < 1`, a symmetric involution `R` commuting with `h`, and `σ = ±1`. -/
theorem restoration_energy [DecidableEq d] {h R : Matrix d d ℝ} {u : d → ℝ} {σ : ℝ}
    (hT : Rᵀ = R) (hRR : R * R = 1) (hc : h * R = R * h) (hu : u ⬝ᵥ u = 1)
    (hs : |u ⬝ᵥ R *ᵥ u| < 1) (hσ : σ = 1 ∨ σ = -1) (hN : N ≠ 0) :
    energy h (restored σ N R u) - N * (u ⬝ᵥ h *ᵥ u) =
      σ * N * (u ⬝ᵥ R *ᵥ u) ^ (N - 1) *
        ((u ⬝ᵥ h *ᵥ (R *ᵥ u)) - (u ⬝ᵥ h *ᵥ u) * (u ⬝ᵥ R *ᵥ u)) /
        (1 + σ * (u ⬝ᵥ R *ᵥ u) ^ N) := by
  have hadj : ∀ v w : d → ℝ, (R *ᵥ v) ⬝ᵥ w = v ⬝ᵥ (R *ᵥ w) := by
    intro v w
    rw [Matrix.dotProduct_mulVec, ← Matrix.mulVec_transpose, hT]
  -- one-particle elements involving the mirror orbital
  have h1 : (R *ᵥ u) ⬝ᵥ (R *ᵥ u) = 1 := by
    rw [hadj, Matrix.mulVec_mulVec, hRR, Matrix.one_mulVec, hu]
  have h2 : (R *ᵥ u) ⬝ᵥ (h *ᵥ u) = u ⬝ᵥ (h *ᵥ (R *ᵥ u)) := by
    rw [hadj, Matrix.mulVec_mulVec, Matrix.mulVec_mulVec, hc]
  have h3 : (R *ᵥ u) ⬝ᵥ (h *ᵥ (R *ᵥ u)) = u ⬝ᵥ (h *ᵥ u) := by
    rw [hadj]
    simp only [Matrix.mulVec_mulVec, ← mul_assoc]
    rw [← hc, mul_assoc, hRR, mul_one]
  have h4 : (R *ᵥ u) ⬝ᵥ u = u ⬝ᵥ (R *ᵥ u) := dotProduct_comm _ _
  have hov : ∀ v w : d → ℝ, condensate N v ⬝ᵥ condensate N w = (v ⬝ᵥ w) ^ N := by
    intro v w
    simp [condensate, productState_overlap]
  have hlin : ∀ Φ Ψ : (Fin N → d) → ℝ,
      hamiltonian h (Φ + σ • Ψ) = hamiltonian h Φ + σ • hamiltonian h Ψ := by
    intro Φ Ψ
    ext x
    simp only [hamiltonian, Pi.add_apply, Pi.smul_apply, smul_eq_mul, Finset.mul_sum,
      ← Finset.sum_add_distrib]
    exact Finset.sum_congr rfl fun k _ => Finset.sum_congr rfl fun j _ => by ring
  have hσσ : σ * σ = 1 := by rcases hσ with rfl | rfl <;> norm_num
  have hden : restored σ N R u ⬝ᵥ restored σ N R u = 2 * (1 + σ * (u ⬝ᵥ R *ᵥ u) ^ N) := by
    simp only [restored, add_dotProduct, dotProduct_add, smul_dotProduct, dotProduct_smul,
      smul_eq_mul, hov, h1, h4, hu, one_pow]
    linear_combination hσσ
  have hnum : restored σ N R u ⬝ᵥ hamiltonian h (restored σ N R u) =
      2 * (N * ((u ⬝ᵥ h *ᵥ u) + σ * (u ⬝ᵥ h *ᵥ (R *ᵥ u)) * (u ⬝ᵥ R *ᵥ u) ^ (N - 1))) := by
    simp only [restored, hlin, add_dotProduct, dotProduct_add, smul_dotProduct, dotProduct_smul,
      smul_eq_mul, condensate_element, h1, h2, h3, h4, hu, one_pow]
    linear_combination (N * (u ⬝ᵥ h *ᵥ u)) * hσσ
  -- the combined state does not vanish
  have hD : 0 < 1 + σ * (u ⬝ᵥ R *ᵥ u) ^ N := by
    have hp : |(u ⬝ᵥ R *ᵥ u) ^ N| < 1 := by
      rw [abs_pow]
      exact pow_lt_one₀ (abs_nonneg _) hs hN
    obtain ⟨ha, hb⟩ := abs_lt.1 hp
    rcases hσ with rfl | rfl <;> linarith
  have hp := pow_sub_one_mul hN (u ⬝ᵥ R *ᵥ u)
  rw [energy, hnum, hden, mul_div_mul_left _ _ two_ne_zero, eq_div_iff hD.ne', sub_mul,
    div_mul_cancel₀ _ hD.ne']
  linear_combination (N * (u ⬝ᵥ h *ᵥ u) * σ) * hp
```

The same condition gives the limit: $Ns^{N-1}\to0$ and the denominator tends to one. The proof shifts $N$ to $N+1$ and writes $(N+1)s^N=Ns^N+s^N$. The total energy change vanishes, not only the change per particle, with $h$, $R$ and $u$ held fixed as $N$ grows.

```lean
/-- Let the symmetric involution `R` commute with `h`, and let the unit orbital `u` satisfy
`|⟨u, Ru⟩| < 1`. For either sign `σ = ±1` the total energy change on restoring the symmetry tends
to zero as the number of particles grows. -/
theorem restoration_gains_nothing [DecidableEq d] {h R : Matrix d d ℝ} {u : d → ℝ} {σ : ℝ}
    (hT : Rᵀ = R) (hRR : R * R = 1) (hc : h * R = R * h) (hu : u ⬝ᵥ u = 1)
    (hs : |u ⬝ᵥ R *ᵥ u| < 1) (hσ : σ = 1 ∨ σ = -1) :
    Tendsto (fun N : ℕ => energy h (restored σ N R u) - N * (u ⬝ᵥ h *ᵥ u)) atTop (𝓝 0) := by
  refine (tendsto_add_atTop_iff_nat 1).1 ?_
  have hpow := tendsto_pow_atTop_nhds_zero_of_abs_lt_one hs
  have hlin := tendsto_self_mul_const_pow_of_abs_lt_one hs
  -- the numerator decays exponentially up to a factor `N`, the denominator tends to one
  have hA := ((hlin.add hpow).mul_const
    ((u ⬝ᵥ h *ᵥ (R *ᵥ u)) - (u ⬝ᵥ h *ᵥ u) * (u ⬝ᵥ R *ᵥ u))).const_mul σ
  have hB := ((hpow.comp (tendsto_add_atTop_nat 1)).const_mul σ).const_add 1
  have hAB := hA.div hB (by simp)
  simp only [add_zero, zero_mul, mul_zero, zero_div] at hAB
  refine hAB.congr fun N => ?_
  refine Eq.trans ?_ (restoration_energy hT hRR hc hu hs hσ (Nat.succ_ne_zero N)).symm
  simp only [Pi.div_apply, Function.comp_apply, Nat.succ_eq_add_one, Nat.add_sub_cancel]
  push_cast
  ring
```

Subtracting the limits for $\sigma=1$ and $\sigma=-1$ shows that the energy difference between the even and the odd combination vanishes. This concerns these two states, not the spectrum of $H_N$: in the two-level model below, the lowest even and the lowest odd level of $H_N$ differ by 1 for every $N\ge1$.

```lean
/-- Let the symmetric involution `R` commute with `h`, and let the unit orbital `u` satisfy
`|⟨u, Ru⟩| < 1`. Then the energy splitting between the even and the odd combination tends to zero as
the number of particles grows. -/
theorem parity_splitting_closes [DecidableEq d] {h R : Matrix d d ℝ} {u : d → ℝ}
    (hT : Rᵀ = R) (hRR : R * R = 1) (hc : h * R = R * h) (hu : u ⬝ᵥ u = 1)
    (hs : |u ⬝ᵥ R *ᵥ u| < 1) :
    Tendsto (fun N : ℕ => energy h (restored 1 N R u) - energy h (restored (-1) N R u))
      atTop (𝓝 0) := by
  have hE := (restoration_gains_nothing hT hRR hc hu hs (Or.inl rfl)).sub
    (restoration_gains_nothing hT hRR hc hu hs (Or.inr rfl))
  rw [sub_zero] at hE
  exact hE.congr fun N => sub_sub_sub_cancel_right _ _ _
```

## All conditions met, with a gain at every $N\ge1$

For levels 0 and 1, a parity that reverses the sign of the upper level, and $u=(4/5,3/5)$, one finds $s=7/25$, $a=9/25$ and $b=-9/25$. Hence $b-as=-288/625<0$, and the even combination lies strictly below $Na$ for every $N\ge1$. The gain disappears only in the limit. The proof inserts these values into `restoration_energy` and reads off the sign.

```lean
/-- A two-level one-particle Hamiltonian with levels 0 and 1. -/
def levels : Matrix (Fin 2) (Fin 2) ℝ := !![0, 0; 0, 1]

/-- The parity that reverses the sign of the upper level. -/
def parity : Matrix (Fin 2) (Fin 2) ℝ := !![1, 0; 0, -1]

/-- An orbital that mixes the two levels. -/
def mixed : Fin 2 → ℝ := ![4 / 5, 3 / 5]

/-- The two-level model with the mixed orbital meets the conditions that `restoration_energy` puts
on `h`, `R` and `u`. -/
theorem restoration_witness :
    parityᵀ = parity ∧ parity * parity = 1 ∧ levels * parity = parity * levels ∧
      mixed ⬝ᵥ mixed = 1 ∧ |mixed ⬝ᵥ parity *ᵥ mixed| < 1 := by
  refine ⟨?_, ?_, ?_, ?_, ?_⟩
  · ext i j
    fin_cases i <;> fin_cases j <;> simp [parity]
  · ext i j
    fin_cases i <;> fin_cases j <;> simp [parity, Matrix.mul_apply, Fin.sum_univ_succ]
  · ext i j
    fin_cases i <;> fin_cases j <;> simp [parity, levels, Matrix.mul_apply, Fin.sum_univ_succ]
  · norm_num [mixed, dotProduct, Fin.sum_univ_succ]
  · norm_num [mixed, parity, Matrix.mulVec, dotProduct, Fin.sum_univ_succ, abs_lt]

/-- In the two-level model the even combination lies strictly below the broken-symmetry energy for
every finite number `N ≥ 1` of particles. -/
theorem finite_size_gain (hN : N ≠ 0) :
    energy levels (restored 1 N parity mixed) < N * (mixed ⬝ᵥ levels *ᵥ mixed) := by
  obtain ⟨hT, hRR, hc, hu, hs⟩ := restoration_witness
  have key := restoration_energy hT hRR hc hu hs (Or.inl rfl) hN
  have e1 : mixed ⬝ᵥ parity *ᵥ mixed = 7 / 25 := by
    norm_num [mixed, parity, Matrix.mulVec, dotProduct, Fin.sum_univ_succ]
  have e2 : mixed ⬝ᵥ levels *ᵥ mixed = 9 / 25 := by
    norm_num [mixed, levels, Matrix.mulVec, dotProduct, Fin.sum_univ_succ]
  have e3 : mixed ⬝ᵥ levels *ᵥ (parity *ᵥ mixed) = -9 / 25 := by
    norm_num [mixed, levels, parity, Matrix.mulVec, dotProduct, Fin.sum_univ_succ]
  rw [e1, e2, e3] at key
  rw [e2]
  have hpos : (0 : ℝ) < N := Nat.cast_pos.2 (Nat.pos_of_ne_zero hN)
  refine sub_neg.1 ?_
  rw [key]
  exact div_neg_of_neg_of_pos (mul_neg_of_pos_of_neg (by positivity) (by norm_num))
    (by positivity)

end

end SymmetryRestoration
```

```lean
#print axioms SymmetryRestoration.restored_symmetry
#print axioms SymmetryRestoration.restoration_energy
#print axioms SymmetryRestoration.parity_splitting_closes
#print axioms SymmetryRestoration.finite_size_gain
```

```
'SymmetryRestoration.restored_symmetry' depends on axioms: [propext, Classical.choice, Quot.sound]
'SymmetryRestoration.restoration_energy' depends on axioms: [propext, Classical.choice, Quot.sound]
'SymmetryRestoration.parity_splitting_closes' depends on axioms: [propext, Classical.choice, Quot.sound]
'SymmetryRestoration.finite_size_gain' depends on axioms: [propext, Classical.choice, Quot.sound]
```
